# Over a complete orthonormal set of dipole vectors, first moments of emission estimated from orbital energies have the same sum as the exact moments

Take a finite-dimensional complex space spanned by the occupied orbitals, and a self-adjoint operator `F` on it whose eigenvalues are the energies of the emission lines. If a dipole vector `d` gives the line of each unit eigenvector φ, in an orthonormal eigenbasis, the intensity |⟨φ, d⟩|², then the exact first moment of the band, not divided by the total intensity, is ⟨d, F d⟩. The estimate from an orthonormal basis of orbitals `uᵢ`, which need not be eigenvectors, is the sum of the orbital energies Re⟨uᵢ, F uᵢ⟩, each weighted by |⟨uᵢ, d⟩|². The theorem says that when `d` runs over an orthonormal basis, the estimates and the exact moments have the same sum, whichever orthonormal basis of orbitals is used. As an identity between sums, with Re⟨d, F d⟩ in place of the exact moment, it holds for any linear operator `F`; self-adjointness is needed only for the reading as an emission band. The proof shows that each orbital's intensities add up to one over the dipole basis, and that the values Re⟨v, F v⟩ sum to the real part of the trace of `F` over either basis.

An attempt in Lean 4 with a fault in it:

```lean
import Mathlib

open ComplexConjugate

namespace CompleteDipoleSum

noncomputable section

variable {E ι κ : Type*} [NormedAddCommGroup E] [InnerProductSpace ℂ E]
  [Fintype ι] [Fintype κ]

/-- The real part of `⟨v, F v⟩`. For an orbital `v` it is the orbital energy, and for a
dipole vector `v` it is the exact first moment of the emission band. -/
def fockExpect (F : E →ₗ[ℂ] E) (v : E) : ℝ := (inner ℂ v (F v)).re

/-- The first moment estimated from the orbitals `u i`: each orbital energy is weighted
by the emission intensity `|⟨u i, d⟩|²`. -/
def orbitalMoment (F : E →ₗ[ℂ] E) (u : OrthonormalBasis ι ℂ E) (d : E) : ℝ :=
  ∑ i, ‖inner ℂ (u i) d‖ ^ 2 * fockExpect F (u i)

/-- Summed over a complete orthonormal set of dipole vectors, the orbital estimates and the
exact first moments agree for every orthonormal orbital basis. -/
theorem complete_dipole_sum (F : E →ₗ[ℂ] E) (u : OrthonormalBasis ι ℂ E)
    (e : OrthonormalBasis κ ℂ E) :
    ∑ k, orbitalMoment F u (e k) = ∑ k, fockExpect F (e k) := by
  -- each orbital has total intensity one
  have hone : ∀ i, ∑ k, ‖inner ℂ (u i) (e k)‖ ^ 2 = 1 := by
    intro i
    have h := e.sum_inner_mul_inner (u i) (u i)
    rw [inner_self_eq_norm_sq_to_K, u.orthonormal.1 i] at h
    have hk : ∀ k, inner ℂ (u i) (e k) * inner ℂ (e k) (u i)
        = ((‖inner ℂ (u i) (e k)‖ ^ 2 : ℝ) : ℂ) := by
      intro k
      rw [← inner_conj_symm (e k) (u i), Complex.mul_conj']
      push_cast
      rfl
    rw [Finset.sum_congr rfl (fun k _ => hk k), ← Complex.ofReal_sum] at h
    simpa using congrArg Complex.re h
  -- both sums are the real part of the trace
  have hu : ∑ i, fockExpect F (u i) = (LinearMap.trace ℂ E F).re := by
    rw [LinearMap.trace_eq_sum_inner F u, Complex.re_sum]
    rfl
  have he : ∑ k, fockExpect F (e k) = (LinearMap.trace ℂ E F).re := by
    rw [LinearMap.trace_eq_sum_inner F e, Complex.re_sum]
    rfl
  rw [he, ← hu]
  unfold orbitalMoment
  rw [Finset.sum_comm]
  refine Finset.sum_congr rfl fun i _ => ?_
  rw [← Finset.sum_mul, hone i, one_mul]

end

end CompleteDipoleSum
```

Compiling this gives:

```
Main.lean:38:4: error: Type mismatch: After simplification, term
  congrArg Complex.re h
 has type
  ∑ i_1, (↑‖inner ℂ (u i) (e i_1)‖ ^ 2).re = 1
but is expected to have type
  ∑ k, ‖inner ℂ (u i) (e k)‖ ^ 2 = 1
```

Diagnosis. The error is in the last step of `hone`, the claim that each orbital's intensities sum to one. By then the left side of `h` is a real sum cast as a whole into ℂ, and its real part is that sum, by `Complex.ofReal_re`. But `simpa` simplifies the inner term first: it moves the cast through the sum and the square, and then takes the real part term by term. This leaves `(↑‖inner ℂ (u i) (e i_1)‖ ^ 2).re`, the real part of a power of a cast, which `simp` does not reduce to the real square in the goal. The two sums are equal, but they no longer match in form.

The repair names the equation of real parts `h'` and rewrites it with `Complex.ofReal_re` while the cast still stands outside the sum, so the left side becomes exactly the sum in the goal. `rw [h']` then replaces that sum with the right side of `h'`, the real part of a squared cast of 1, and `simp` shows that this is 1.

Fix (accepted with no message):

```diff
@@ -36,5 +36,8 @@
       rfl
     rw [Finset.sum_congr rfl (fun k _ => hk k), ← Complex.ofReal_sum] at h
-    simpa using congrArg Complex.re h
+    have h' := congrArg Complex.re h
+    rw [Complex.ofReal_re] at h'
+    rw [h']
+    simp
   -- both sums are the real part of the trace
   have hu : ∑ i, fockExpect F (u i) = (LinearMap.trace ℂ E F).re := by
```
